# With injective σ·p, adding d > 0 to a potential that stays below 2c² raises the lowest ZORA eigenvalue by more than d

## Why does my level move further than the potential?

My lowest ZORA eigenvalue rises by more than $d$ when I add a constant $d>0$ to the potential. I solve a one-electron problem in a fixed finite basis, and nothing else changes between the two runs. A constant potential exerts no force, and in the Dirac equation it only relabels the energies. Is my code at fault, or does the approximation itself do this?

## Without the energy in the denominator, a constant becomes extra kinetic energy

The zeroth-order regular approximation (ZORA) does this. In a finite orthonormal basis, the lowest ZORA eigenvalue rises by strictly more than $d$ whenever the shifted potential stays below $2c^2$ and the matrix of $\sigma\cdot p$ annihilates no nonzero state. ZORA energies therefore depend on where the zero of the potential is placed.

**From the Dirac equation to ZORA.** Use atomic units, with $c$ the speed of light, and measure energies from the electron's rest energy. Let $\varphi$ and $\chi$ be the large and small components, $B$ the matrix of $\sigma\cdot p$ from the large-component basis to the small-component basis, and $V$ and $W$ the potential in these two bases, with $W$ diagonal. The coupled equations are

$$V\varphi+cB^*\chi=E\varphi,\qquad cB\varphi+(W-2c^2)\chi=E\chi .$$

The second gives $\chi=c\,(2c^2+E-W)^{-1}B\varphi$. Inserting this in the first gives

$$\big[V+c^2B^*(2c^2+E-W)^{-1}B\big]\varphi=E\varphi .$$

If $V$, $W$ and $E$ all increase by $d$, the denominator is unchanged and the matrix in brackets gains exactly $d$. This is the behaviour you expected. ZORA sets $E=0$ in the denominator, so the matrix becomes

$$Z_0=V+c^2B^*(2c^2-W)^{-1}B ,$$

and there is no longer an energy in the denominator to compensate a shift of $W$.

**The size of the mismatch.** Let $Z_1$ be the ZORA matrix after the shift. Each kinetic factor changes by

$$G_i=\frac{c^2}{2c^2-W_i-d}-\frac{c^2}{2c^2-W_i}=\frac{c^2d}{(2c^2-W_i-d)(2c^2-W_i)} ,$$

so $Z_1=Z_0+d+B^*GB$. Since $W_i+d<2c^2$ and $d>0$, both denominators are positive, and so is $G_i$.

**The inequality.** Let $E_0$ and $E_1$ be the lowest eigenvalues of $Z_0$ and $Z_1$; the subscripts mean before and after the shift, not ground and excited state. Take a normalised ground state $x$ of $Z_1$. Expanding $x$ in eigenvectors of the Hermitian matrix $Z_0$ shows that $x^*Z_0x\ge E_0$. Hence

$$E_1=x^*Z_1x=x^*Z_0x+d+\sum_iG_i|(Bx)_i|^2\;\ge\;E_0+d+\sum_iG_i|(Bx)_i|^2 .$$

Because $B$ is injective, $Bx\neq0$, so the last sum is positive and $E_1>E_0+d$.

**One basis function in each component.** With numbers $v$, $w$ and $b\ne0$ in place of the matrices,

$$E_1-E_0-d=\frac{c^2d\,|b|^2}{(2c^2-w-d)(2c^2-w)} .$$

For large $c$ this tends to zero as $d|b|^2/(4c^2)$. The nonrelativistic kinetic energy is $|b|^2/2$, so the excess is roughly that energy times $d/(2c^2)$.

**What the theorem says.** The main theorem below is `zora_lowest_energy_shift`. The finite index types `n` and `m` label the large- and small-component basis functions. `Bᴴ` is $B^*$, and `zoraMatrix c B V W` is $Z_0$. The shifted matrix has `V + (d : ℂ) • 1` and `fun i => W i + d` in place of `V` and `W`, so both representations of the potential move together. The set `energies H` contains the real numbers that are eigenvalues of `H` with a nonzero eigenvector, and `IsLeast` says that a number belongs to this set and is its smallest element. The conclusion is `E₀ + d < E₁`.

The hypotheses have these physical meanings:

- `hV` says that $V$ is Hermitian. The entries of $W$ are real by their type.
- `hW` keeps the shifted potential below $2c^2$, the gap between the electron and positron continua, so every kinetic factor stays positive. An attractive potential satisfies this for moderate $d$.
- `hB` says that every nonzero state of the large basis has a nonzero $\sigma\cdot p$ image in the small basis, which must be rich enough for this. If $B$ annihilates a ground state of $Z_0$, the rise is exactly $d$; a constant spinor in a periodic cell with a flat potential is an example.

The word "gauge" in the file refers only to this constant shift, not to a vector potential. The bases are taken as orthonormal; a linearly independent but non-orthogonal basis, such as one of Gaussian or Slater functions, must be orthonormalised first. The potential is given and not updated self-consistently. The theorem also allows $V$ and $W$ to be unrelated; that they represent one physical potential, and that the finite matrices represent the Dirac operator well, is the step you supply when you apply it.

In Lean 4 with Mathlib:

```lean
import Mathlib

open Matrix
open scoped ComplexOrder

namespace ZoraGaugeDependence

noncomputable section

variable {m n : Type*} [Fintype m] [DecidableEq m] [Fintype n] [DecidableEq n]

/-- The energy-dependent Hamiltonian `V + c² B* (2c² + E - W)⁻¹ B` of the large component,
for `2c² + E - W i ≠ 0`; `B` is the matrix of `σ·p`, and `V`, `W` represent the potential
in the large- and small-component bases. -/
def escMatrix (c : ℝ) (B : Matrix m n ℂ) (V : Matrix n n ℂ) (W : m → ℝ) (E : ℝ) :
    Matrix n n ℂ :=
  V + Bᴴ * diagonal (fun i => ((c ^ 2 / (2 * c ^ 2 + E - W i) : ℝ) : ℂ)) * B

/-- The ZORA Hamiltonian `V + c² B* (2c² - W)⁻¹ B`, for `W i ≠ 2c²`: the energy in the
denominator is set to zero. -/
def zoraMatrix (c : ℝ) (B : Matrix m n ℂ) (V : Matrix n n ℂ) (W : m → ℝ) : Matrix n n ℂ :=
  escMatrix c B V W 0

/-- The set of real eigenvalues of a matrix Hamiltonian. -/
def energies (H : Matrix n n ℂ) : Set ℝ :=
  {E | ∃ x : n → ℂ, x ≠ 0 ∧ H *ᵥ x = (E : ℂ) • x}

/-- The change `c²/(2c² - w - d) - c²/(2c² - w)` of the ZORA kinetic factor when the potential
`w` is raised by `d`, written as one fraction, for `w ≠ 2c²` and `w + d ≠ 2c²`. -/
def gaugeWeight (c d w : ℝ) : ℝ :=
  c ^ 2 * d / ((2 * c ^ 2 - (w + d)) * (2 * c ^ 2 - w))

omit [DecidableEq n] in
/-- If `φ` and `χ` solve the coupled Dirac equations at energy `E` and `2c² + E - W i` never
vanishes, the large component `φ` satisfies the energy-dependent equation. -/
theorem dirac_elimination (c E : ℝ) (B : Matrix m n ℂ) (V : Matrix n n ℂ) (W : m → ℝ)
    (φ : n → ℂ) (χ : m → ℂ) (hne : ∀ i, 2 * c ^ 2 + E - W i ≠ 0)
    (hL : V *ᵥ φ + (c : ℂ) • (Bᴴ *ᵥ χ) = (E : ℂ) • φ)
    (hS : (c : ℂ) • (B *ᵥ φ) + diagonal (fun i => ((W i - 2 * c ^ 2 : ℝ) : ℂ)) *ᵥ χ
      = (E : ℂ) • χ) :
    escMatrix c B V W E *ᵥ φ = (E : ℂ) • φ := by
  -- solve the second equation for the small component
  have hχ : diagonal (fun i => ((c ^ 2 / (2 * c ^ 2 + E - W i) : ℝ) : ℂ)) *ᵥ (B *ᵥ φ)
      = (c : ℂ) • χ := by
    funext i
    have h := congrFun hS i
    have hn : ((2 * c ^ 2 + E - W i : ℝ) : ℂ) ≠ 0 := Complex.ofReal_ne_zero.2 (hne i)
    simp only [Pi.add_apply, Pi.smul_apply, mulVec_diagonal, smul_eq_mul] at h ⊢
    rw [Complex.ofReal_div, div_mul_eq_mul_div, div_eq_iff hn]
    push_cast at h ⊢
    linear_combination (c : ℂ) * h
  rw [escMatrix, add_mulVec, ← mulVec_mulVec, ← mulVec_mulVec, hχ, mulVec_smul, hL]

omit [Fintype n] in
/-- Raising the potential and the energy in the denominator together by `d` adds exactly `d`
to the energy-dependent Hamiltonian. -/
theorem esc_covariant (c d E : ℝ) (B : Matrix m n ℂ) (V : Matrix n n ℂ) (W : m → ℝ) :
    escMatrix c B (V + (d : ℂ) • 1) (fun i => W i + d) (E + d)
      = escMatrix c B V W E + (d : ℂ) • 1 := by
  have h : ∀ i, 2 * c ^ 2 + (E + d) - (W i + d) = 2 * c ^ 2 + E - W i := fun i => by ring
  simp only [escMatrix, h]
  abel

omit [Fintype n] [DecidableEq n] in
/-- The ZORA Hamiltonian is Hermitian when `V` is. -/
theorem zora_isHermitian (c : ℝ) (B : Matrix m n ℂ) {V : Matrix n n ℂ} (W : m → ℝ)
    (hV : V.IsHermitian) : (zoraMatrix c B V W).IsHermitian := by
  refine hV.add (isHermitian_conjTranspose_mul_mul B ?_)
  unfold Matrix.IsHermitian
  rw [diagonal_conjTranspose]
  exact congrArg diagonal (funext fun i => Complex.conj_ofReal _)

/-- A Hermitian Hamiltonian on a nonzero finite-dimensional space has a lowest eigenvalue. -/
theorem exists_lowest_energy [Nonempty n] {H : Matrix n n ℂ} (hH : H.IsHermitian) :
    ∃ E, IsLeast (energies H) E := by
  have hfin : (energies H).Finite := by
    refine ((Module.End.finite_hasEigenvalue (Matrix.toLin' H)).preimage
      Complex.ofReal_injective.injOn).subset ?_
    rintro E ⟨x, hx, h⟩
    show Module.End.HasEigenvalue (Matrix.toLin' H) (E : ℂ)
    exact Module.End.hasEigenvalue_of_hasEigenvector (x := x)
      ⟨Module.End.mem_eigenspace_iff.2 (by rw [toLin'_apply]; exact h), hx⟩
  have hne : (energies H).Nonempty := by
    obtain ⟨i⟩ := ‹Nonempty n›
    refine ⟨hH.eigenvalues i, (hH.eigenvectorBasis i).ofLp, fun h =>
      hH.eigenvectorBasis.orthonormal.ne_zero i (by ext j; exact congrFun h j), ?_⟩
    rw [hH.mulVec_eigenvectorBasis i]
    ext j
    simp
  obtain ⟨E, hE, hmin⟩ := Set.exists_min_image (energies H) id hfin hne
  exact ⟨E, hE, fun b hb => hmin b hb⟩

/-- Variational principle: for a Hermitian `H` with lowest eigenvalue `E` and any vector `x`,
normalised or not, `x* H x` is at least `E` times the squared norm of `x`. -/
theorem variational_bound {H : Matrix n n ℂ} (hH : H.IsHermitian) {E : ℝ}
    (hE : IsLeast (energies H) E) (x : n → ℂ) :
    E * (star x ⬝ᵥ x).re ≤ (star x ⬝ᵥ H *ᵥ x).re := by
  have hM : (H - (E : ℂ) • (1 : Matrix n n ℂ)).IsHermitian := by
    unfold Matrix.IsHermitian
    simp [conjTranspose_sub, conjTranspose_smul, hH.eq]
  -- every eigenvalue of `H - E` is nonnegative
  have hP : (H - (E : ℂ) • (1 : Matrix n n ℂ)).PosSemidef := by
    refine hM.posSemidef_iff_eigenvalues_nonneg.2 fun i => ?_
    have hv := hM.mulVec_eigenvectorBasis i
    rw [sub_mulVec, smul_mulVec, one_mulVec] at hv
    have hmem : hM.eigenvalues i + E ∈ energies H := by
      refine ⟨(hM.eigenvectorBasis i).ofLp, fun h =>
        hM.eigenvectorBasis.orthonormal.ne_zero i (by ext j; exact congrFun h j), ?_⟩
      funext j
      have h := congrFun hv j
      simp only [Pi.sub_apply, Pi.smul_apply, Complex.real_smul, smul_eq_mul] at h ⊢
      push_cast
      linear_combination h
    have hle := hE.2 hmem
    show (0 : ℝ) ≤ hM.eigenvalues i
    linarith
  have h := (Complex.nonneg_iff.1 (hP.dotProduct_mulVec_nonneg x)).1
  rw [sub_mulVec, smul_mulVec, one_mulVec, dotProduct_sub, dotProduct_smul, smul_eq_mul,
    Complex.sub_re, Complex.re_ofReal_mul] at h
  linarith

omit [DecidableEq n] in
/-- For injective `B` and positive weights `w`, the operator `B* w B` has a strictly positive
expectation value in every nonzero state. -/
theorem weighted_kinetic_pos {B : Matrix m n ℂ} (hB : Function.Injective B.mulVec)
    {w : m → ℝ} (hw : ∀ i, 0 < w i) {x : n → ℂ} (hx : x ≠ 0) :
    0 < (star x ⬝ᵥ (Bᴴ * diagonal (fun i => (w i : ℂ)) * B) *ᵥ x).re := by
  have hy : B *ᵥ x ≠ 0 := fun h => hx (hB (h.trans (mulVec_zero B).symm))
  rw [← mulVec_mulVec, ← mulVec_mulVec, dotProduct_mulVec, ← star_mulVec]
  -- the quadratic form is a weighted sum of squared moduli
  have key : (star (B *ᵥ x) ⬝ᵥ diagonal (fun i => (w i : ℂ)) *ᵥ (B *ᵥ x)).re
      = ∑ i, w i * Complex.normSq ((B *ᵥ x) i) := by
    simp only [dotProduct, mulVec_diagonal, Complex.re_sum, Pi.star_apply]
    refine Finset.sum_congr rfl fun i _ => ?_
    generalize (B *ᵥ x) i = z
    simp [Complex.normSq_apply, Complex.mul_re]
    ring
  rw [key]
  obtain ⟨i, hi⟩ := Function.ne_iff.1 hy
  exact Finset.sum_pos' (fun j _ => mul_nonneg (hw j).le (Complex.normSq_nonneg _))
    ⟨i, Finset.mem_univ i, mul_pos (hw i) (Complex.normSq_pos.2 hi)⟩

omit [Fintype n] in
/-- If `W i` and `W i + d` differ from `2c²`, raising the potential by `d` changes the ZORA
Hamiltonian by `d` plus a kinetic term weighted with `gaugeWeight`. -/
theorem zora_shift (c d : ℝ) (B : Matrix m n ℂ) (V : Matrix n n ℂ) (W : m → ℝ)
    (h₀ : ∀ i, 2 * c ^ 2 - W i ≠ 0) (h₁ : ∀ i, 2 * c ^ 2 - (W i + d) ≠ 0) :
    zoraMatrix c B (V + (d : ℂ) • 1) (fun i => W i + d)
      = zoraMatrix c B V W + (d : ℂ) • 1
        + Bᴴ * diagonal (fun i => (gaugeWeight c d (W i) : ℂ)) * B := by
  have hD : diagonal (fun i => ((c ^ 2 / (2 * c ^ 2 + 0 - (W i + d)) : ℝ) : ℂ))
      = diagonal (fun i => ((c ^ 2 / (2 * c ^ 2 + 0 - W i) : ℝ) : ℂ))
        + diagonal (fun i => (gaugeWeight c d (W i) : ℂ)) := by
    rw [diagonal_add]
    refine congrArg diagonal (funext fun i => ?_)
    rw [← Complex.ofReal_add, add_zero, gaugeWeight,
      div_add_div _ _ (h₀ i) (mul_ne_zero (h₁ i) (h₀ i))]
    exact congrArg Complex.ofReal ((div_eq_div_iff (h₁ i)
      (mul_ne_zero (h₀ i) (mul_ne_zero (h₁ i) (h₀ i)))).2 (by ring))
  simp only [zoraMatrix, escMatrix]
  rw [hD, Matrix.mul_add, Matrix.add_mul]
  abel

/-- Gauge dependence of ZORA: for Hermitian `V`, injective `B`, `c, d > 0` and `W i + d < 2c²`,
raising the potential by `d` raises the lowest ZORA eigenvalue by strictly more than `d`. -/
theorem zora_lowest_energy_shift {c d : ℝ} (hc : 0 < c) (hd : 0 < d) {B : Matrix m n ℂ}
    (hB : Function.Injective B.mulVec) {V : Matrix n n ℂ} (hV : V.IsHermitian) {W : m → ℝ}
    (hW : ∀ i, W i + d < 2 * c ^ 2) {E₀ E₁ : ℝ}
    (hE₀ : IsLeast (energies (zoraMatrix c B V W)) E₀)
    (hE₁ : IsLeast (energies (zoraMatrix c B (V + (d : ℂ) • 1) (fun i => W i + d))) E₁) :
    E₀ + d < E₁ := by
  have p₁ : ∀ i, 0 < 2 * c ^ 2 - (W i + d) := fun i => by linarith [hW i]
  have p₀ : ∀ i, 0 < 2 * c ^ 2 - W i := fun i => by linarith [hW i]
  have hw : ∀ i, 0 < gaugeWeight c d (W i) := fun i =>
    div_pos (mul_pos (pow_pos hc 2) hd) (mul_pos (p₁ i) (p₀ i))
  -- take the ground state of the shifted Hamiltonian as trial state for the original one
  obtain ⟨x, hx, hxE⟩ := hE₁.1
  have hG := weighted_kinetic_pos hB hw hx
  have hA := variational_bound (zora_isHermitian c B W hV) hE₀ x
  have hN : 0 < (star x ⬝ᵥ x).re := by
    have h := weighted_kinetic_pos (B := (1 : Matrix n n ℂ)) (w := fun _ => 1)
      (fun a b hab => by simpa using hab) (fun _ => one_pos) hx
    simpa using h
  rw [zora_shift c d B V W (fun i => (p₀ i).ne') (fun i => (p₁ i).ne')] at hxE
  have hq := congrArg (fun y => (star x ⬝ᵥ y).re) hxE
  simp only [add_mulVec, smul_mulVec, one_mulVec, dotProduct_add, dotProduct_smul,
    smul_eq_mul, Complex.add_re, Complex.re_ofReal_mul] at hq
  by_contra hcon
  have hle := mul_le_mul_of_nonneg_right (not_lt.1 hcon) hN.le
  rw [add_mul] at hle
  linarith

end

end ZoraGaugeDependence
```

```lean
#print axioms ZoraGaugeDependence.dirac_elimination
#print axioms ZoraGaugeDependence.esc_covariant
#print axioms ZoraGaugeDependence.exists_lowest_energy
#print axioms ZoraGaugeDependence.zora_lowest_energy_shift
```

```
'ZoraGaugeDependence.dirac_elimination' depends on axioms: [propext, Classical.choice, Quot.sound]
'ZoraGaugeDependence.esc_covariant' depends on axioms: [propext, Classical.choice, Quot.sound]
'ZoraGaugeDependence.exists_lowest_energy' depends on axioms: [propext, Classical.choice, Quot.sound]
'ZoraGaugeDependence.zora_lowest_energy_shift' depends on axioms: [propext, Classical.choice, Quot.sound]
```

**The Dirac side of the comparison.** `dirac_elimination` carries out the elimination above. It reads the small-component equation entry by entry, clears the nonzero denominator and obtains $c^2(2c^2+E-W)^{-1}B\varphi=c\chi$, which it inserts in the large-component equation. `esc_covariant` is the exact shift of the energy-dependent matrix `escMatrix`; its only computation is that $d$ cancels in the denominator. The main theorem uses neither result. They establish what ZORA is being compared with.

**The lowest eigenvalue.** `exists_lowest_energy` shows that a Hermitian matrix on a nonempty basis has a least eigenvalue: the set of eigenvalues is finite, and the spectral theorem supplies at least one. Since $V+d$ is Hermitian when $V$ is, `zora_isHermitian` makes this apply both before and after the shift, so the numbers $E_0$ and $E_1$ in the main theorem do exist.

`variational_bound` replaces the eigenvector expansion by an equivalent argument. If $\lambda$ is an eigenvalue of $H-E$, then $\lambda+E$ is an eigenvalue of $H$, so $\lambda\ge0$ when $E$ is the lowest one. Thus $H-E$ is positive semidefinite, which is the bound. The vector is not normalised here, so the squared norm appears as a factor.

**The extra kinetic term.** `zora_shift` proves $Z_1=Z_0+d+B^*GB$, with $G_i$ written as `gaugeWeight c d (W i)`. It combines the two fractions in each diagonal entry and then expands the matrix product. `weighted_kinetic_pos` rewrites $x^*B^*GBx$ as $\sum_iG_i|(Bx)_i|^2$ and uses injectivity to find an entry with $(Bx)_i\ne0$.

**Putting the estimates together.** The main proof first derives the positivity of the denominators and of $G_i$ from `hW`. It takes an eigenvector $x$ for $E_1$, applies the variational bound for $Z_0$ to it, and gets the positivity of its squared norm from `weighted_kinetic_pos` with the identity matrix and unit weights. After `zora_shift` is substituted in the eigenvalue equation, taking the inner product with $x$ gives the energy balance `hq`. The proof then supposes $E_1\le E_0+d$ and multiplies by the squared norm; `linarith` finds the contradiction with the positive kinetic term.

**A non-diagonal small-component potential.** The model could have allowed any Hermitian matrix $W$ with $2c^2-W-d$ positive definite. The statement would then need matrix inverses, but its physical content would be the same: a unitary change $U$ of the small basis makes $W$ diagonal and replaces $B$ by $U^*B$, which is still injective.

For your calculation, this means that a one-electron ZORA eigenvalue in a fixed potential should be reported together with the potential zero that was used. Two codes that place this zero differently can disagree even after the constant has been subtracted.
